# Flattening a forbidden barrier to its mean height never raises its leading-order WKB transmission

Let a particle of energy $E$ meet a potential $V$, and let $W = V - E$ be continuous and nonnegative on $[a,b]$, with $a < b$ and $\hbar = m = 1$. Write

$$M = \frac{1}{b-a}\int_a^b W\,dx, \qquad T = e^{-2\int_a^b \sqrt{2W}\,dx}, \qquad T_{\rm avg} = e^{-2(b-a)\sqrt{2M}}$$

for the mean height of the barrier above the energy $E$, its leading-order WKB transmission, and that of the rectangular barrier of the same width whose top lies $M$ above $E$. Then

$$T_{\rm avg} \le T,$$

with equality exactly when $W$ is constant on $[a,b]$. The gap obeys an identity in the local decay rate $\kappa = \sqrt{2W}$:

$$\sqrt{2M}\,\log\frac{T}{T_{\rm avg}} = \int_a^b \bigl(\kappa - \sqrt{2M}\bigr)^2 dx .$$

## The sign of the error in a mean-height barrier model

A one-dimensional, single-particle tunnelling model that replaces a shaped barrier by its mean height, and uses the leading-order WKB exponential for both, makes an error of known sign relative to the WKB value for the shaped barrier: the transmission comes out smaller than that value, or equal to it if the barrier was flat. The identity gives the size of that error on a logarithmic scale.

The result also serves as a consistency check. If a code finds $T_{\rm avg} > T$ by more than its quadrature tolerance, possible causes include a mean taken over a different interval from the action integral, or a factor of 2 missing under the root in $T_{\rm avg}$. A factor of 2 missing from $\kappa$ instead would raise $T$ and go unnoticed by this check. For thick barriers the comparison is best made between the exponents, since both exponentials may underflow.

The interval matters. If $a$ and $b$ are the classical turning points, they move with $E$, and the mean has to be taken again at each energy. If they are fixed device boundaries, the condition $V \ge E$ must hold throughout the region between them.

## From one expanded square to the bound and the identity

Let $\ell = b-a$ and $S = \int_a^b \kappa\,dx$. Since $W \ge 0$, we have $\kappa^2 = 2W$, so $\int_a^b \kappa^2\,dx = 2\ell M$. For any constant $c$,

$$\int_a^b (\kappa - c)^2\,dx = 2\ell M - 2cS + \ell c^2. \tag{1}$$

**The bound.** Take $c = S/\ell$, the mean decay rate, so that $S = \ell c$. The left side of (1) is nonnegative, and therefore

$$0 \le 2\ell M - 2\ell c^2 + \ell c^2 = \ell\,(2M - c^2).$$

Dividing by $\ell > 0$ gives $c^2 \le 2M$, hence $c \le \sqrt{2M}$ and $S \le \ell\sqrt{2M}$. Multiplying by $-2$ reverses the inequality, and exponentiating gives $T_{\rm avg} \le T$.

**The identity.** Now take $c = q = \sqrt{2M}$, so that $2M = q^2$. Equation (1) becomes

$$\int_a^b (\kappa - q)^2\,dx = \ell q^2 - 2qS + \ell q^2 = q \cdot 2(\ell q - S).$$

The definitions give $\log(T/T_{\rm avg}) = -2S + 2\ell q = 2(\ell q - S)$, which is the second factor.

**Equality.** If $T = T_{\rm avg}$, the logarithm is zero and so is the integral of $(\kappa - q)^2$. This integrand is continuous and nonnegative, so it vanishes at every point of $[a,b]$. Then $\kappa = q$, which gives $2W = 2M$ and $W = M$ throughout. Conversely, if $W = h$ on $[a,b]$, then $M = h$, the two decay rates agree, and so do the transmissions.

**The limit of zero mean height.** If $M = 0$, a continuous nonnegative $W$ vanishes on all of $[a,b]$. Both transmissions are 1 and the identity reads $0 = 0$. Because it is written without dividing by $\sqrt{2M}$, it needs no exception here.

## The Lean file

```lean
import Mathlib

open Set MeasureTheory

namespace AveragedTunnelBarrier

noncomputable section

/-- The local decay rate `√(2W)` under a barrier whose height above the energy is `W`,
in units with `ħ = m = 1`. -/
def decayRate (W : ℝ → ℝ) (x : ℝ) : ℝ := √(2 * W x)

/-- The mean height of the barrier `W` between `a` and `b`, for `a ≠ b`. -/
def meanHeight (W : ℝ → ℝ) (a b : ℝ) : ℝ := (∫ x in a..b, W x) / (b - a)

/-- The rectangular barrier whose height is the mean of `W` between `a` and `b`,
for `a ≠ b`. -/
def averaged (W : ℝ → ℝ) (a b : ℝ) : ℝ → ℝ := fun _ => meanHeight W a b

/-- The leading-order WKB transmission through the barrier `W` between `a` and `b`, for `a ≤ b`. -/
def transmission (W : ℝ → ℝ) (a b : ℝ) : ℝ :=
  Real.exp (-2 * ∫ x in a..b, decayRate W x)

variable {W : ℝ → ℝ} {a b : ℝ}

/-- For `a < b`, width times mean height is the area under the barrier. -/
theorem width_mul_meanHeight (hab : a < b) :
    (b - a) * meanHeight W a b = ∫ x in a..b, W x := by
  have h : b - a ≠ 0 := (sub_pos.mpr hab).ne'
  unfold meanHeight
  field_simp

/-- The averaged barrier transmits `exp(-2 (b - a) √(2M))`, with `M` the mean height. -/
theorem transmission_averaged (W : ℝ → ℝ) (a b : ℝ) :
    transmission (averaged W a b) a b
      = Real.exp (-2 * ((b - a) * √(2 * meanHeight W a b))) := by
  simp only [transmission, decayRate, averaged, intervalIntegral.integral_const, smul_eq_mul]

/-- A barrier that is continuous on `[a, b]` has a continuous decay rate there. -/
theorem continuousOn_decayRate (hW : ContinuousOn W (Icc a b)) :
    ContinuousOn (decayRate W) (Icc a b) :=
  (continuousOn_const.mul hW).sqrt

/-- The squared deviation of the decay rate from a constant `c`, integrated over a continuous
nonnegative barrier on `[a, b]`, `a < b`, in terms of the mean height and the action. -/
theorem integral_sq_deviation (hab : a < b) (hW : ContinuousOn W (Icc a b))
    (h0 : ∀ x ∈ Icc a b, 0 ≤ W x) (c : ℝ) :
    ∫ x in a..b, (decayRate W x - c) ^ 2
      = 2 * (b - a) * meanHeight W a b - 2 * c * (∫ x in a..b, decayRate W x)
        + (b - a) * c ^ 2 := by
  have hk : IntervalIntegrable (decayRate W) volume a b :=
    (continuousOn_decayRate hW).intervalIntegrable_of_Icc hab.le
  have hWi : IntervalIntegrable W volume a b := hW.intervalIntegrable_of_Icc hab.le
  have h2 : IntervalIntegrable (fun x => 2 * W x) volume a b := hWi.const_mul 2
  have h3 : IntervalIntegrable (fun x => 2 * c * decayRate W x) volume a b :=
    hk.const_mul (2 * c)
  have h1 : IntervalIntegrable (fun x => 2 * W x - 2 * c * decayRate W x) volume a b :=
    h2.sub h3
  have h4 : IntervalIntegrable (fun _ : ℝ => c ^ 2) volume a b := intervalIntegrable_const
  -- expand the square, using that the squared decay rate is `2W`
  have e : ∫ x in a..b, (decayRate W x - c) ^ 2
      = ∫ x in a..b, (2 * W x - 2 * c * decayRate W x + c ^ 2) := by
    apply intervalIntegral.integral_congr
    intro x hx
    rw [uIcc_of_le hab.le] at hx
    have hs : decayRate W x ^ 2 = 2 * W x :=
      Real.sq_sqrt (mul_nonneg zero_le_two (h0 x hx))
    show (decayRate W x - c) ^ 2 = 2 * W x - 2 * c * decayRate W x + c ^ 2
    linear_combination hs
  rw [e, intervalIntegral.integral_add h1 h4, intervalIntegral.integral_sub h2 h3,
    intervalIntegral.integral_const_mul, intervalIntegral.integral_const_mul,
    intervalIntegral.integral_const, smul_eq_mul]
  linear_combination (-2) * width_mul_meanHeight (W := W) hab

/-- If `W` is nonnegative on `[a, b]`, `a < b`, and `M` is its mean height there, then `√(2M)`
squares to `2M`. -/
theorem sq_sqrt_meanHeight (hab : a < b) (h0 : ∀ x ∈ Icc a b, 0 ≤ W x) :
    √(2 * meanHeight W a b) ^ 2 = 2 * meanHeight W a b :=
  Real.sq_sqrt (mul_nonneg zero_le_two
    (div_nonneg (intervalIntegral.integral_nonneg hab.le h0) (sub_pos.mpr hab).le))

/-- For a continuous nonnegative barrier on `[a, b]`, `a < b`, averaging never raises the WKB
transmission. -/
theorem transmission_averaged_le (hab : a < b) (hW : ContinuousOn W (Icc a b))
    (h0 : ∀ x ∈ Icc a b, 0 ≤ W x) :
    transmission (averaged W a b) a b ≤ transmission W a b := by
  have hL : 0 < b - a := sub_pos.mpr hab
  -- `c` is the mean decay rate
  obtain ⟨c, hc⟩ : ∃ c, (b - a) * c = ∫ x in a..b, decayRate W x :=
    ⟨(∫ x in a..b, decayRate W x) / (b - a), by field_simp⟩
  have hV : 0 ≤ ∫ x in a..b, (decayRate W x - c) ^ 2 :=
    intervalIntegral.integral_nonneg hab.le (fun x _ => sq_nonneg _)
  rw [integral_sq_deviation hab hW h0, ← hc] at hV
  have hsq : 0 ≤ 2 * meanHeight W a b - c ^ 2 := by
    refine nonneg_of_mul_nonneg_right (a := b - a) ?_ hL
    linarith
  have hle : c ≤ √(2 * meanHeight W a b) := by
    have hs := sq_sqrt_meanHeight hab h0
    have hp := Real.sqrt_nonneg (2 * meanHeight W a b)
    by_contra h
    nlinarith [not_le.mp h]
  rw [transmission_averaged, transmission, ← hc]
  apply Real.exp_le_exp.mpr
  linarith [mul_le_mul_of_nonneg_left hle hL.le]

/-- For a continuous nonnegative barrier on `[a, b]`, `a < b`, the logarithm of the ratio of its WKB
transmission to that of the averaged barrier, times `√(2M)` with `M` the mean height, is the
integrated squared deviation of the decay rate from `√(2M)`. -/
theorem log_transmission_ratio (hab : a < b) (hW : ContinuousOn W (Icc a b))
    (h0 : ∀ x ∈ Icc a b, 0 ≤ W x) :
    √(2 * meanHeight W a b)
        * Real.log (transmission W a b / transmission (averaged W a b) a b)
      = ∫ x in a..b, (decayRate W x - √(2 * meanHeight W a b)) ^ 2 := by
  rw [transmission_averaged, transmission, ← Real.exp_sub, Real.log_exp,
    integral_sq_deviation hab hW h0]
  linear_combination (b - a) * sq_sqrt_meanHeight hab h0

/-- For a continuous nonnegative barrier on `[a, b]`, `a < b`, averaging leaves the WKB
transmission unchanged exactly when the barrier is constant on `[a, b]`. -/
theorem transmission_averaged_eq_iff (hab : a < b) (hW : ContinuousOn W (Icc a b))
    (h0 : ∀ x ∈ Icc a b, 0 ≤ W x) :
    transmission (averaged W a b) a b = transmission W a b
      ↔ ∃ h, ∀ x ∈ Icc a b, W x = h := by
  constructor
  · intro heq
    have hV := log_transmission_ratio hab hW h0
    have hT : transmission W a b ≠ 0 := (Real.exp_pos _).ne'
    rw [heq, div_self hT, Real.log_one, mul_zero] at hV
    refine ⟨meanHeight W a b, fun x hx => ?_⟩
    -- a continuous nonnegative function with zero integral vanishes
    have hk : decayRate W x = √(2 * meanHeight W a b) := by
      by_contra hne
      have hd : decayRate W x - √(2 * meanHeight W a b) ≠ 0 := sub_ne_zero.mpr hne
      have hx2 : 0 < (decayRate W x - √(2 * meanHeight W a b)) ^ 2 := by positivity
      have hcont : ContinuousOn
          (fun y => (decayRate W y - √(2 * meanHeight W a b)) ^ 2) (Icc a b) :=
        ((continuousOn_decayRate hW).sub continuousOn_const).pow 2
      have hpos := intervalIntegral.integral_pos hab hcont
        (fun y _ => sq_nonneg _) ⟨x, hx, hx2⟩
      exact hpos.ne hV
    have h1 : decayRate W x ^ 2 = 2 * W x :=
      Real.sq_sqrt (mul_nonneg zero_le_two (h0 x hx))
    rw [hk, sq_sqrt_meanHeight hab h0] at h1
    linarith
  · rintro ⟨h, hh⟩
    have hI : ∫ x in a..b, W x = ∫ _x in a..b, h :=
      intervalIntegral.integral_congr fun x hx =>
        hh x (by rwa [uIcc_of_le hab.le] at hx)
    have hm : meanHeight W a b = h := by
      have hw := width_mul_meanHeight (W := W) hab
      rw [hI, intervalIntegral.integral_const, smul_eq_mul] at hw
      exact mul_left_cancel₀ (sub_pos.mpr hab).ne' hw
    have hk : ∫ x in a..b, decayRate (averaged W a b) x = ∫ x in a..b, decayRate W x := by
      apply intervalIntegral.integral_congr
      intro x hx
      rw [uIcc_of_le hab.le] at hx
      simp only [decayRate, averaged, hm, hh x hx]
    rw [transmission, transmission, hk]
end

end AveragedTunnelBarrier
```

```lean
#print axioms AveragedTunnelBarrier.transmission_averaged_le
-- 'AveragedTunnelBarrier.transmission_averaged_le' depends on axioms: [propext, Classical.choice, Quot.sound]
#print axioms AveragedTunnelBarrier.log_transmission_ratio
-- 'AveragedTunnelBarrier.log_transmission_ratio' depends on axioms: [propext, Classical.choice, Quot.sound]
#print axioms AveragedTunnelBarrier.transmission_averaged_eq_iff
-- 'AveragedTunnelBarrier.transmission_averaged_eq_iff' depends on axioms: [propext, Classical.choice, Quot.sound]
```

## Barrier, mean and transmission as Lean objects

The barrier is a function `W : ℝ → ℝ` on the whole line, but the hypotheses constrain it only on the closed interval `Icc a b`: `hW` says that it is continuous there, and `h0` that it is nonnegative there. Physically, `h0` says that $V \ge E$ throughout this interval, so that a classical particle of energy $E$ would have positive kinetic energy nowhere in it; $W = 0$ at a turning point is permitted.

`decayRate W` is $\kappa$, and `meanHeight W a b` is $M$. `averaged W a b` is the constant function with value $M$, and `transmission` is the WKB exponential. The same `transmission` is applied to both barriers, and `transmission_averaged` derives the closed form $e^{-2(b-a)\sqrt{2M}}$ from it. In ordinary units the decay rate would be $\sqrt{2m(V-E)}/\hbar$.

The three main theorems are `transmission_averaged_le` for the bound, `log_transmission_ratio` for the identity, and `transmission_averaged_eq_iff` for the equality case. The last expresses constancy as `∃ h, ∀ x ∈ Icc a b, W x = h`.

## How the lemmas carry the derivation

`integral_sq_deviation` is equation (1). Continuity, passed on to $\kappa$ by `continuousOn_decayRate`, supplies integrability. The square is expanded point by point using `Real.sq_sqrt`, the integral is split by linearity, and `width_mul_meanHeight` turns the area under the barrier into $\ell M$.

In `transmission_averaged_le`, the constant `c` is introduced through $\ell c = S$. The step `nonneg_of_mul_nonneg_right` removes the factor $\ell$, `nlinarith` passes from $c^2 \le 2M$ to $c \le \sqrt{2M}$ by contradiction, and `Real.exp_le_exp` carries the inequality of exponents to the transmissions.

`log_transmission_ratio` combines the exponentials with `Real.exp_sub`, takes the logarithm, and inserts (1) with $c = q$. The relation $q^2 = 2M$ comes from `sq_sqrt_meanHeight`, and `linear_combination` does the remaining algebra.

For the equality case, suppose that $\kappa(x) \ne q$ at some point of the interval. Then `intervalIntegral.integral_pos` makes the integral of the squared deviation strictly positive, although the identity has just shown it to be zero. The converse computes $M = h$ and compares the two integrands.

## What the bound says about a real barrier

The theorems compare two WKB exponentials. The exponential is taken as the definition of transmission, not derived from the Schrödinger equation, and it has no prefactor or higher-order correction. The ordering therefore says nothing by itself about the exact transmissions of the two barriers, which also depend on reflection at the edges. The mass is constant, and the integrals are true integrals, so quadrature and rounding errors have to be controlled separately.

Some sign condition is needed. For $W(x) = x$ on $[-1,1]$ the mean is zero, so $T_{\rm avg} = 1$. With the root of a negative number read as zero, as Lean does and as suits an allowed region without decay, $T = e^{-4\sqrt2/3} < 1$, and the inequality is reversed.

Layered barriers with abrupt steps call for a different model, in which $W$ is only integrable and is nonnegative almost everywhere. The expansion of the square would still give the bound, but the equality condition would weaken to "constant almost everywhere", because changing $W$ at a single point alters neither integral. The continuous version gives the sharper pointwise conclusion and leaves out step profiles.
